# In the octahedral d² ligand-field model, ³A₂ lies above the upper ³T₁ exactly when Dq > 27B/20

Q: Take a d² ion such as V³⁺ at the centre of an octahedron of ligands. In a weak field its highest triplet is a \({}^3T_1\) level that comes mostly from the free-ion \({}^3P\) term. In a strong field it is \({}^3A_2\), which has two electrons in the \(e_g\) orbitals. The two must cross somewhere, and you say the crossing is at \(Dq = 27B/20\). What does your formal model know about the ion?

A: It knows two parameters and four triplet energies. Write \(D\) for \(Dq\), the octahedral field strength, and \(B\) for the Racah parameter of electron repulsion, which puts \({}^3P\) at \(15B\) above \({}^3F\) in the free ion. Energies are measured from the barycentre of \({}^3F\). The field splits that term into \({}^3T_1\) at \(-6D\), \({}^3T_2\) at \(2D\) and \({}^3A_2\) at \(12D\). It also couples the \({}^3T_1\) state from \({}^3F\) to the one from \({}^3P\), with matrix element \(4D\).

```lean
import Mathlib

open Matrix

namespace D2TripletCrossing

noncomputable section

/-- The `3T1` energy matrix of an octahedral d2 ion in the basis (`3F`, `3P`), with Racah
parameter `B` and field strength `D` (that is, Dq). -/
def hamT1 (B D : ℝ) : Matrix (Fin 2) (Fin 2) ℝ := !![-6 * D, 4 * D; 4 * D, 15 * B]
```

Q: So the matrix is put in by hand.

A: Yes. Its entries and the two unmixed energies are definitions, not consequences of a two-electron Hamiltonian. Index 0 is the \({}^3F\) amplitude and index 1 the \({}^3P\) amplitude. One \(2\times2\) matrix serves for every spin and orbital component of \({}^3T_1\), because symmetry makes them degenerate.

```lean
/-- The energy of the `3A2` level. -/
def energyA2 (D : ℝ) : ℝ := 12 * D

/-- The energy of the `3T2` level. -/
def energyT2 (D : ℝ) : ℝ := 2 * D
```

Q: And what counts as a \({}^3T_1\) level? I would object if you had simply named a square root "the energy".

A: A level is a real number \(E\) for which the matrix has a nonzero eigenvector. The square roots are separate definitions, and their link to the levels has to be proved.

```lean
/-- `E` is a `3T1` level: the energy matrix has a nonzero eigenvector with energy `E`. -/
def IsLevelT1 (B D E : ℝ) : Prop := ∃ v : Fin 2 → ℝ, v ≠ 0 ∧ hamT1 B D *ᵥ v = E • v

/-- The lower root of the `3T1` secular equation. -/
def lowerT1 (B D : ℝ) : ℝ :=
  (15 * B - 6 * D - √((15 * B + 6 * D) ^ 2 + 64 * D ^ 2)) / 2

/-- The upper root of the `3T1` secular equation. -/
def upperT1 (B D : ℝ) : ℝ :=
  (15 * B - 6 * D + √((15 * B + 6 * D) ^ 2 + 64 * D ^ 2)) / 2
```

Q: Then show me the link. By hand I would write down the secular determinant.

A: So does the proof. The equation \(Hv = Ev\) says that \((H-E)v=0\), and a nonzero \(v\) exists exactly when

\[
(-6D-E)(15B-E)-16D^2=0,
\quad\text{that is,}\quad
(E+6D)(E-15B)=16D^2 .
\]

The step from vectors to a polynomial rests on Mathlib's `Matrix.exists_mulVec_eq_zero_iff`. For a square matrix over an integral domain, it states that some nonzero vector is sent to zero if and only if the determinant vanishes. It works in both directions: an eigenvector gives a root, and a root gives back an eigenvector without our having to construct one or treat \(D=0\) separately. The lemma speaks of kernels, not eigenvalues, so the auxiliary fact `key` first checks, component by component, that the shifted matrix acts on \(v\) as \(Hv-Ev\).

```lean
/-- The `3T1` levels are the solutions of the secular equation. -/
theorem isLevelT1_iff_secular (B D E : ℝ) :
    IsLevelT1 B D E ↔ (E + 6 * D) * (E - 15 * B) = 16 * D ^ 2 := by
  have key : ∀ v : Fin 2 → ℝ,
      !![-6 * D - E, 4 * D; 4 * D, 15 * B - E] *ᵥ v = hamT1 B D *ᵥ v - E • v := by
    intro v
    ext i
    fin_cases i <;> simp [hamT1, Matrix.mulVec, dotProduct, Fin.sum_univ_two] <;> ring
  -- a nonzero kernel vector exists exactly when the determinant vanishes
  have h : (∃ v : Fin 2 → ℝ, v ≠ 0 ∧
      !![-6 * D - E, 4 * D; 4 * D, 15 * B - E] *ᵥ v = 0) ↔
      (!![-6 * D - E, 4 * D; 4 * D, 15 * B - E]).det = 0 :=
    Matrix.exists_mulVec_eq_zero_iff
  rw [Matrix.det_fin_two_of] at h
  constructor
  · rintro ⟨v, hv, hE⟩
    have hd := h.1 ⟨v, hv, by rw [key v, hE, sub_self]⟩
    linear_combination hd
  · intro hs
    obtain ⟨v, hv, h0⟩ := h.2 (by linear_combination hs)
    exact ⟨v, hv, sub_eq_zero.1 ((key v).symm.trans h0)⟩
```

Q: Now the roots.

A: Expanding gives \(E^2-(15B-6D)E-90BD-16D^2=0\). Its discriminant is

\[
(15B-6D)^2+360BD+64D^2=(15B+6D)^2+64D^2\ge 0,
\]

so the roots are

\[
E_\pm=\tfrac12\left(15B-6D\pm\sqrt{(15B+6D)^2+64D^2}\right),
\]

which are `upperT1` and `lowerT1`. Hence \((E-E_-)(E-E_+)=(E+6D)(E-15B)-16D^2\) for every \(E\). In Lean, multiplying out the left side leaves only the square of the root, which `Real.sq_sqrt` evaluates, and `linear_combination` checks the remaining algebra.

```lean
/-- The secular polynomial factors over the lower and upper roots. -/
theorem secular_factor (B D E : ℝ) :
    (E - lowerT1 B D) * (E - upperT1 B D) = (E + 6 * D) * (E - 15 * B) - 16 * D ^ 2 := by
  have hs := Real.sq_sqrt (show 0 ≤ (15 * B + 6 * D) ^ 2 + 64 * D ^ 2 by positivity)
  unfold lowerT1 upperT1
  linear_combination (-1 / 4) * hs
```

Q: How do you know that no level lies above \(E_+\)?

A: At a level the product on the left vanishes, so \(E\) is \(E_-\) or \(E_+\), and \(E_-\le E_+\) because the square root is nonnegative. Conversely, \(E_+\) satisfies the secular equation, so it is a level. `IsGreatest` records both facts: membership in the set of levels, and being an upper bound for it.

```lean
/-- The upper root is the highest `3T1` level. -/
theorem upperT1_isGreatest (B D : ℝ) : IsGreatest {E | IsLevelT1 B D E} (upperT1 B D) := by
  constructor
  · have h := secular_factor B D (upperT1 B D)
    rw [sub_self, mul_zero] at h
    exact (isLevelT1_iff_secular B D _).2 (by linarith)
  · intro E hE
    have h := secular_factor B D E
    rw [(isLevelT1_iff_secular B D E).1 hE, sub_self] at h
    rcases mul_eq_zero.1 h with h | h
    · have hs := Real.sqrt_nonneg ((15 * B + 6 * D) ^ 2 + 64 * D ^ 2)
      unfold lowerT1 at h
      unfold upperT1
      linarith
    · linarith
```

Q: Then the crossing. I would set \(E_+=12D\) and square.

A: Squaring would leave you with signs to sort out. Evaluating the factored polynomial at \(12D\) avoids that:

\[
(12D-E_-)(12D-E_+)=18D(12D-15B)-16D^2=200D\left(D-\tfrac{27B}{20}\right).
\]

If the first factor is positive, the second has the sign of \(D-27B/20\). The positivity comes from level repulsion. Since \(\sqrt{(15B+6D)^2+64D^2}\ge|15B+6D|\ge 15B+6D\), we get

\[
E_-\le\tfrac12(15B-6D-15B-6D)=-6D,
\]

and for \(D>0\) that is below \(12D\).

```lean
/-- Mixing with `3P` never raises the lower `3T1` root above the unmixed `3F` energy `-6Dq`. -/
theorem lowerT1_le (B D : ℝ) : lowerT1 B D ≤ -6 * D := by
  have h : |15 * B + 6 * D| ≤ √((15 * B + 6 * D) ^ 2 + 64 * D ^ 2) :=
    Real.abs_le_sqrt (by nlinarith [sq_nonneg D])
  have h' := le_abs_self (15 * B + 6 * D)
  unfold lowerT1
  linarith
```

Dividing gives the gap:

\[
12D-E_+=\frac{200D}{12D-E_-}\left(D-\tfrac{27B}{20}\right).
\]

The next lemma supplies the fraction as its positive factor `k`.

```lean
/-- For positive `Dq`, the gap from the upper `3T1` level to `3A2` is a positive multiple of `Dq -
27B/20`. -/
theorem gap_A2_upperT1 (B : ℝ) {D : ℝ} (hD : 0 < D) :
    ∃ k : ℝ, 0 < k ∧ energyA2 D - upperT1 B D = k * (D - 27 * B / 20) := by
  have hl : 0 < 12 * D - lowerT1 B D := by linarith [lowerT1_le B D]
  refine ⟨200 * D / (12 * D - lowerT1 B D), by positivity, ?_⟩
  have h := secular_factor B D (12 * D)
  unfold energyA2
  rw [div_mul_eq_mul_div, eq_div_iff hl.ne']
  linear_combination h
```

Q: You never used \(B>0\).

A: The comparison doesn't need it. The main theorem assumes only \(D>0\) and that \(E\) is the greatest \({}^3T_1\) level. It states three equivalences: \(E\) is below, equal to or above \({}^3A_2\) exactly when \(D\) is greater than, equal to or less than \(27B/20\). Its hypothesis on \(E\) mentions no square root. Since a greatest element is unique, `hE.unique` identifies \(E\) with \(E_+\). The proof then splits on whether \(D\) is less than, equal to or greater than \(27B/20\), and in each case the sign of the gap settles all three equivalences.

```lean
/-- For positive `Dq`, the highest `3T1` level lies below, at or above `3A2` exactly when `Dq` is
greater than, equal to or less than `27B/20`. -/
theorem A2_upperT1_crossing {B D E : ℝ} (hD : 0 < D)
    (hE : IsGreatest {E | IsLevelT1 B D E} E) :
    (E < energyA2 D ↔ 27 * B / 20 < D) ∧
    (E = energyA2 D ↔ D = 27 * B / 20) ∧
    (energyA2 D < E ↔ D < 27 * B / 20) := by
  obtain ⟨k, hk, h⟩ := gap_A2_upperT1 B hD
  rw [← hE.unique (upperT1_isGreatest B D)] at h
  -- the sign of the gap is the sign of `D - 27B/20`
  rcases lt_trichotomy D (27 * B / 20) with hc | hc | hc
  · have hg : k * (D - 27 * B / 20) < 0 := mul_neg_of_pos_of_neg hk (by linarith)
    refine ⟨⟨fun _ => ?_, fun _ => ?_⟩, ⟨fun _ => ?_, fun _ => ?_⟩,
      ⟨fun _ => ?_, fun _ => ?_⟩⟩ <;> linarith
  · have hg : k * (D - 27 * B / 20) = 0 := by rw [sub_eq_zero.2 hc, mul_zero]
    refine ⟨⟨fun _ => ?_, fun _ => ?_⟩, ⟨fun _ => ?_, fun _ => ?_⟩,
      ⟨fun _ => ?_, fun _ => ?_⟩⟩ <;> linarith
  · have hg : 0 < k * (D - 27 * B / 20) := mul_pos hk (by linarith)
    refine ⟨⟨fun _ => ?_, fun _ => ?_⟩, ⟨fun _ => ?_, fun _ => ?_⟩,
      ⟨fun _ => ?_, fun _ => ?_⟩⟩ <;> linarith
```

Q: That orders two levels. You also need \({}^3T_2\) out of the way before you call them the two highest.

A: This is where \(B>0\) enters. At \(2D\) the polynomial is

\[
(2D-E_-)(2D-E_+)=8D(2D-15B)-16D^2=-120BD<0 .
\]

The first factor is positive because \(E_-\le-6D<2D\), so the second is negative and \(E_-<2D<E_+\). Lean argues by contradiction: if \(2D\ge E_+\), the product would be nonnegative.

```lean
/-- For positive `B` and `Dq`, the `3T2` level lies strictly between the two `3T1` roots. -/
theorem T2_between {B D : ℝ} (hB : 0 < B) (hD : 0 < D) :
    lowerT1 B D < energyT2 D ∧ energyT2 D < upperT1 B D := by
  have hl : lowerT1 B D < 2 * D := by linarith [lowerT1_le B D]
  refine ⟨hl, ?_⟩
  unfold energyT2
  by_contra hu
  have hu' : 0 ≤ 2 * D - upperT1 B D := by linarith [not_lt.1 hu]
  -- the secular polynomial is negative at `2Dq`
  have h := secular_factor B D (2 * D)
  have hp := mul_nonneg (sub_pos.2 hl).le hu'
  nlinarith [mul_pos hB hD]
```

With \(2D<12D\), this gives the full order of the triplets for \(B,D>0\):

\[
\begin{aligned}
D<\tfrac{27B}{20}:&\quad E_-<{}^3T_2<{}^3A_2<E_+,\\
D>\tfrac{27B}{20}:&\quad E_-<{}^3T_2<E_+<{}^3A_2 .
\end{aligned}
\]

The theorem `triplet_order` combines the two previous results. It names the lowest energy by its formula `lowerT1`; that this root is also a level follows from the factorisation and the secular criterion.

```lean
/-- The order of all four triplet levels for positive `B` and `Dq`, on either side of
`Dq = 27B/20`. -/
theorem triplet_order {B D : ℝ} (hB : 0 < B) (hD : 0 < D) :
    (D < 27 * B / 20 → lowerT1 B D < energyT2 D ∧ energyT2 D < energyA2 D ∧
      energyA2 D < upperT1 B D) ∧
    (27 * B / 20 < D → lowerT1 B D < energyT2 D ∧ energyT2 D < upperT1 B D ∧
      upperT1 B D < energyA2 D) := by
  obtain ⟨h1, h2⟩ := T2_between hB hD
  obtain ⟨c1, _, c3⟩ := A2_upperT1_crossing hD (upperT1_isGreatest B D)
  have h3 : energyT2 D < energyA2 D := by
    unfold energyT2 energyA2
    linarith
  exact ⟨fun h => ⟨h1, h3, c3.2 h⟩, fun h => ⟨h1, h2, c1.2 h⟩⟩
```

Q: What does that tell me about a spectrum?

A: In this two-parameter model without spin–orbit coupling, it tells you which of the two highest spin-allowed transitions from the lower \({}^3T_1\) level ends on \({}^3A_2\), provided you already have an estimate of \(Dq/B\). That suggests how to label the two bands before you fit \(Dq\) and \(B\). It says nothing about intensities or about the singlets, which may lie among these levels. It also assumes perfect octahedral symmetry. A distortion or spin–orbit coupling can split the levels and may turn the crossing into an avoided one.

Q: At the crossing itself, is the upper \({}^3T_1\) state still mostly \({}^3P\)?

A: Yes. Put \(D=27B/20\), so that \(15B=100D/9\). Then

\[
\begin{pmatrix}-6D&4D\\4D&15B\end{pmatrix}\begin{pmatrix}2\\9\end{pmatrix}
=\begin{pmatrix}24D\\108D\end{pmatrix}
=12D\begin{pmatrix}2\\9\end{pmatrix}.
\]

The normalised amplitudes are \(2/\sqrt{85}\) on \({}^3F\) and \(9/\sqrt{85}\) on \({}^3P\), so the \({}^3P\) weight is \(81/85\), about 95%. The Lean statement uses the unnormalised vector, and its proof checks the two components separately.

```lean
/-- At `Dq = 27B/20` the `3T1` state with amplitudes 2 on `3F` and 9 on `3P` (unnormalised)
has the energy of `3A2`. -/
theorem crossing_state (B : ℝ) :
    hamT1 B (27 * B / 20) *ᵥ ![2, 9] = energyA2 (27 * B / 20) • ![2, 9] := by
  ext i
  fin_cases i <;>
    simp [hamT1, energyA2, Matrix.mulVec, dotProduct, Fin.sum_univ_two] <;> ring

end

end D2TripletCrossing
```

```lean
#print axioms D2TripletCrossing.A2_upperT1_crossing
#print axioms D2TripletCrossing.triplet_order
#print axioms D2TripletCrossing.crossing_state
```

```
'D2TripletCrossing.A2_upperT1_crossing' depends on axioms: [propext, Classical.choice, Quot.sound]
'D2TripletCrossing.triplet_order' depends on axioms: [propext, Classical.choice, Quot.sound]
'D2TripletCrossing.crossing_state' depends on axioms: [propext, Classical.choice, Quot.sound]
```
